# Under u(k) ↦ exp(−iθ(k))u(k), the Berry connection −Im⟨u, u′⟩ of a normalised state gains θ′(k)

A family of states u(k) in a complex inner product space, with one real parameter k, has the Berry connection −Im⟨u(k), u′(k)⟩. The theorem `berryConnection_regauge` says that multiplying the states by the phase exp(−iθ(k)), with θ real, adds θ′(k) to the connection at k. It assumes that u and θ are differentiable at k and that u(k) has norm one at that point. The proof finds the derivative of the new family by the product rule, cancels the phases in the inner product, and takes the imaginary part.

In Lean, a first try:

```lean
import Mathlib

open scoped Real
open Complex (I)

noncomputable section

namespace BerryConnectionRegauge

variable {E : Type*} [NormedAddCommGroup E] [InnerProductSpace ℂ E]

/-- The Berry connection `-Im ⟨u, u'⟩` of a family of states `u(k)`. -/
def berryConnection (u : ℝ → E) (k : ℝ) : ℝ := -(inner ℂ (u k) (deriv u k)).im

/-- The gauge change `u(k) ↦ exp(-iθ(k)) u(k)`. -/
def regauge (θ : ℝ → ℝ) (u : ℝ → E) (k : ℝ) : E := Complex.exp (-(θ k : ℂ) * I) • u k

/-- If `u` and `θ` are differentiable at `k` and `u(k)` has norm one, the gauge change adds `θ'(k)`
to the connection at `k`. -/
theorem berryConnection_regauge {u : ℝ → E} {θ : ℝ → ℝ} {k : ℝ}
    (hu : DifferentiableAt ℝ u k) (hn : ‖u k‖ = 1) (hθ : DifferentiableAt ℝ θ k) :
    berryConnection (regauge θ u) k = berryConnection u k + deriv θ k := by
  have hθc : HasDerivAt (fun q : ℝ => (θ q : ℂ)) (deriv θ k : ℂ) k :=
    hθ.hasDerivAt.ofReal_comp
  have harg : HasDerivAt (fun q : ℝ => -(θ q : ℂ) * I) (-(deriv θ k : ℂ) * I) k :=
    hθc.fun_neg.mul_const I
  have h1 : HasDerivAt (fun q : ℝ => Complex.exp (-(θ q : ℂ) * I))
      (Complex.exp (-(θ k : ℂ) * I) * (-(deriv θ k : ℂ) * I)) k := harg.cexp
  have h2 : HasDerivAt (regauge θ u) (Complex.exp (-(θ k : ℂ) * I) • deriv u k
      + (Complex.exp (-(θ k : ℂ) * I) * (-(deriv θ k : ℂ) * I)) • u k) k :=
    h1.smul hu.hasDerivAt
  have he : (starRingEnd ℂ) (Complex.exp (-(θ k : ℂ) * I))
      * Complex.exp (-(θ k : ℂ) * I) = 1 := by
    rw [← Complex.exp_conj, ← Complex.exp_add]
    simp
  have huu : inner ℂ (u k) (u k) = (1 : ℂ) := by
    rw [inner_self_eq_norm_sq_to_K, hn]
    simp
  -- the phases cancel and only the derivative of θ survives
  have hin : inner ℂ (regauge θ u k) (Complex.exp (-(θ k : ℂ) * I) • deriv u k
      + (Complex.exp (-(θ k : ℂ) * I) * (-(deriv θ k : ℂ) * I)) • u k)
      = inner ℂ (u k) (deriv u k) - (deriv θ k : ℂ) * I := by
    simp only [regauge, inner_smul_left, inner_add_right, inner_smul_right, huu]
    linear_combination (inner ℂ (u k) (deriv u k) - (deriv θ k : ℂ) * I) * he
  unfold berryConnection
  rw [h2.deriv, hin]
  simp only [Complex.sub_im, Complex.mul_im, Complex.ofReal_re, Complex.ofReal_im,
    Complex.I_im, Complex.I_re]
  ring

end BerryConnectionRegauge
```

Messages:

```
Main.lean:24:4: error: Type mismatch
  HasDerivAt.ofReal_comp (DifferentiableAt.hasDerivAt hθ)
has type
  HasDerivAt (fun y => ↑(θ y)) (↑(deriv θ k)) k
but is expected to have type
  HasDerivAt (fun q => ↑(θ q)) (deriv ?m.61 k) k
Main.lean:23:56: error: Application type mismatch: The argument
  θ
has type
  ℝ → ℝ
but is expected to have type
  ℝ → ℂ
in the application
  deriv θ
```

After these edits no error is left:

```diff
@@ -21,12 +21,13 @@
     (hu : DifferentiableAt ℝ u k) (hn : ‖u k‖ = 1) (hθ : DifferentiableAt ℝ θ k) :
     berryConnection (regauge θ u) k = berryConnection u k + deriv θ k := by
-  have hθc : HasDerivAt (fun q : ℝ => (θ q : ℂ)) (deriv θ k : ℂ) k :=
-    hθ.hasDerivAt.ofReal_comp
-  have harg : HasDerivAt (fun q : ℝ => -(θ q : ℂ) * I) (-(deriv θ k : ℂ) * I) k :=
+  have ht := hθ.hasDerivAt
+  generalize deriv θ k = t at ht ⊢
+  have hθc : HasDerivAt (fun q : ℝ => (θ q : ℂ)) (t : ℂ) k := ht.ofReal_comp
+  have harg : HasDerivAt (fun q : ℝ => -(θ q : ℂ) * I) (-(t : ℂ) * I) k :=
     hθc.fun_neg.mul_const I
   have h1 : HasDerivAt (fun q : ℝ => Complex.exp (-(θ q : ℂ) * I))
-      (Complex.exp (-(θ k : ℂ) * I) * (-(deriv θ k : ℂ) * I)) k := harg.cexp
+      (Complex.exp (-(θ k : ℂ) * I) * (-(t : ℂ) * I)) k := harg.cexp
   have h2 : HasDerivAt (regauge θ u) (Complex.exp (-(θ k : ℂ) * I) • deriv u k
-      + (Complex.exp (-(θ k : ℂ) * I) * (-(deriv θ k : ℂ) * I)) • u k) k :=
+      + (Complex.exp (-(θ k : ℂ) * I) * (-(t : ℂ) * I)) • u k) k :=
     h1.smul hu.hasDerivAt
   have he : (starRingEnd ℂ) (Complex.exp (-(θ k : ℂ) * I))
@@ -39,8 +40,8 @@
   -- the phases cancel and only the derivative of θ survives
   have hin : inner ℂ (regauge θ u k) (Complex.exp (-(θ k : ℂ) * I) • deriv u k
-      + (Complex.exp (-(θ k : ℂ) * I) * (-(deriv θ k : ℂ) * I)) • u k)
-      = inner ℂ (u k) (deriv u k) - (deriv θ k : ℂ) * I := by
+      + (Complex.exp (-(θ k : ℂ) * I) * (-(t : ℂ) * I)) • u k)
+      = inner ℂ (u k) (deriv u k) - (t : ℂ) * I := by
     simp only [regauge, inner_smul_left, inner_add_right, inner_smul_right, huu]
-    linear_combination (inner ℂ (u k) (deriv u k) - (deriv θ k : ℂ) * I) * he
+    linear_combination (inner ℂ (u k) (deriv u k) - (t : ℂ) * I) * he
   unfold berryConnection
   rw [h2.deriv, hin]
```

Both messages come from the first `have`. In `(deriv θ k : ℂ)` the derivative was meant to be taken as a real number and then cast to ℂ. Lean instead used the expected type ℂ while elaborating `deriv`, and so required a function `ℝ → ℂ`, which `θ : ℝ → ℝ` is not. Lean first postponed the search for a coercion of `θ` to such a function, leaving the placeholder `?m.61` in its place, and went on to check the proof term. That term's derivative is the cast `↑(deriv θ k)`, which does not match `deriv ?m.61 k`, and this is the first message. When Lean returned to the postponed coercion it found none, which gives the second.

The repair stores the real derivative statement as `ht`, then uses `generalize` to replace `deriv θ k` by a real variable `t` in `ht` and in the goal. Since `t` already has type ℝ, `(t : ℂ)` can only be a cast, and `ht.ofReal_comp` fits. The later statements contain the same faulty `(deriv θ k : ℂ)`, but the proof stopped before reaching them, so they gave no messages. They need the same change to `t`, which also makes them agree with `hθc` and the goal.
